# No continuous choice of unit quaternion for all rotation matrices

No continuous map s from the 3×3 rotation matrices to the unit quaternions satisfies R v = s(R) v star(s(R)) for every rotation R and every vector v. Both q and −q describe the same orientation, and no rule for choosing between them is continuous on all rotations. In rigid-body molecular dynamics, a routine that returns such a quaternion for every rotation matrix, computed from the current matrix alone, must therefore jump somewhere; a routine that also remembers the previous quaternion is a different case.

```lean
import Mathlib

open scoped Quaternion Matrix

namespace QuaternionSignConvention

noncomputable section
```

## Conjugation by the quaternion reproduces the rotation

A vector v is read as the pure quaternion v₀i + v₁j + v₂k, and star is quaternion conjugation. `Represents q R` says that q turns vectors exactly as R does; it assumes neither that q is a unit quaternion nor that R is a rotation.

```lean
/-- The pure quaternion whose vector part is `v`. -/
def pureQ (v : Fin 3 → ℝ) : ℍ[ℝ] := ⟨0, v 0, v 1, v 2⟩

/-- The quaternion `q` represents the matrix `R` if `R v = q v star(q)` for every vector `v`,
read as a pure quaternion. -/
def Represents (q : ℍ[ℝ]) (R : Matrix (Fin 3) (Fin 3) ℝ) : Prop :=
  ∀ v : Fin 3 → ℝ, pureQ (R *ᵥ v) = q * pureQ v * star q
```

Write q = a + u, with scalar part a and vector part u. Since uv − vu = 2 u×v and uvu = |u|²v − 2(u·v)u,

q v star(q) = (a² − |u|²) v + 2(u·v) u + 2a u×v.

The matrix of this linear map is M(q), in Lean `rotationMatrix q`. For q(t) = cos(t/2) + sin(t/2) n with |n| = 1, in Lean `axisQuaternion n t`, it gives

M(q(t)) v = cos t v + (1 − cos t)(n·v) n + sin t n×v,

which is Rodrigues' formula for the rotation by t about n. Lean contains neither this formula nor the geometric reading of t and n.

```lean
/-- The standard matrix, quadratic in the components of the quaternion `q`. -/
def rotationMatrix (q : ℍ[ℝ]) : Matrix (Fin 3) (Fin 3) ℝ :=
  !![q.re ^ 2 + q.imI ^ 2 - q.imJ ^ 2 - q.imK ^ 2,
      2 * (q.imI * q.imJ - q.re * q.imK), 2 * (q.imI * q.imK + q.re * q.imJ);
    2 * (q.imI * q.imJ + q.re * q.imK),
      q.re ^ 2 - q.imI ^ 2 + q.imJ ^ 2 - q.imK ^ 2, 2 * (q.imJ * q.imK - q.re * q.imI);
    2 * (q.imI * q.imK - q.re * q.imJ), 2 * (q.imJ * q.imK + q.re * q.imI),
      q.re ^ 2 - q.imI ^ 2 - q.imJ ^ 2 + q.imK ^ 2]

/-- The half-angle quaternion `cos(t/2) + sin(t/2) n` for the axis `n` and the angle `t`. -/
def axisQuaternion (n : Fin 3 → ℝ) (t : ℝ) : ℍ[ℝ] :=
  Real.cos (t / 2) • (1 : ℍ[ℝ]) + Real.sin (t / 2) • pureQ n

/-- A pure quaternion has scalar part zero and the components of its vector. -/
theorem pureQ_components (v : Fin 3 → ℝ) : (pureQ v).re = 0 ∧ (pureQ v).imI = v 0 ∧
    (pureQ v).imJ = v 1 ∧ (pureQ v).imK = v 2 := ⟨rfl, rfl, rfl, rfl⟩
```

`represents_rotationMatrix` compares the components of the product.

```lean
/-- Every quaternion represents its standard matrix. -/
theorem represents_rotationMatrix (q : ℍ[ℝ]) : Represents q (rotationMatrix q) := by
  intro v
  ext <;> simp [pureQ_components, rotationMatrix, dotProduct, Fin.sum_univ_three] <;> ring
```

The condition that s(R) represents R enters wherever s(R) is compared with a known quaternion. Without any link between s(R) and R, the constant map s(R) = 1 is continuous and nothing is contradicted.

## The axis has length one

The hypothesis n₀² + n₁² + n₂² = 1 makes n a direction and q(t) a unit quaternion. For |q| = 1, conjugation preserves lengths, so M(q) is orthogonal. Its determinant is ±1, continuous on the connected unit sphere, and +1 at q = 1, hence always +1. Lean instead verifies the polynomial identities directly.

```lean
/-- The standard matrix of a unit quaternion is a rotation: orthogonal with determinant one. -/
theorem rotationMatrix_mem (q : ℍ[ℝ]) (hq : Quaternion.normSq q = 1) :
    rotationMatrix q ∈ Matrix.specialOrthogonalGroup (Fin 3) ℝ := by
  rw [Quaternion.normSq_def'] at hq
  rw [Matrix.mem_specialOrthogonalGroup_iff, Matrix.mem_orthogonalGroup_iff]
  constructor
  · ext i j
    fin_cases i <;> fin_cases j <;>
      simp [rotationMatrix, Matrix.mul_apply, Fin.sum_univ_three] <;>
      first
        | ring1
        | linear_combination (q.re ^ 2 + q.imI ^ 2 + q.imJ ^ 2 + q.imK ^ 2 + 1) * hq
  · rw [Matrix.det_fin_three]
    simp [rotationMatrix]
    linear_combination ((q.re ^ 2 + q.imI ^ 2 + q.imJ ^ 2 + q.imK ^ 2) ^ 2
      + (q.re ^ 2 + q.imI ^ 2 + q.imJ ^ 2 + q.imK ^ 2) + 1) * hq
```

Unit length also leaves only two candidates. Let p represent M(q), with |q| = 1. Then M(p) = M(q). For any x and y, with ⟨x,y⟩ their inner product,

|x ∓ y|² = |x|² + |y|² ∓ 2⟨x,y⟩,

Σᵢⱼ M(x)ᵢⱼ M(y)ᵢⱼ = tr M(star(x) y) = 4⟨x,y⟩² − |x|²|y|²,

and therefore

|x−y|² |x+y|² = (|x|² + |y|²)² − |x|²|y|² − Σᵢⱼ M(x)ᵢⱼ M(y)ᵢⱼ.

Setting x = y = p and then x = y = q gives 3|p|⁴ = 3|q|⁴ = 3, so |p| = 1. Setting x = p, y = q gives 4 − 1 − 3 = 0 on the right, so p = q or p = −q. In Lean this identity is `key`, and `Quaternion.normSq` is the squared norm.

```lean
/-- A quaternion that represents the rotation of a unit quaternion `q` is `q` or `-q`. -/
theorem eq_or_eq_neg_of_represents (p q : ℍ[ℝ]) (hq : Quaternion.normSq q = 1)
    (h : Represents p (rotationMatrix q)) : p = q ∨ p = -q := by
  -- both quaternions have the same matrix
  have hM : rotationMatrix p = rotationMatrix q := by
    refine Matrix.toLin'.injective (LinearMap.ext fun v => ?_)
    rw [Matrix.toLin'_apply, Matrix.toLin'_apply]
    have H := (represents_rotationMatrix p v).trans (h v).symm
    funext i
    fin_cases i
    exacts [congrArg (fun x : ℍ[ℝ] => x.imI) H, congrArg (fun x : ℍ[ℝ] => x.imJ) H,
      congrArg (fun x : ℍ[ℝ] => x.imK) H]
  -- the product of the squared distances from `x` to `y` and `-y`, by norms and matrices
  have key : ∀ x y : ℍ[ℝ], Quaternion.normSq (x - y) * Quaternion.normSq (x + y) =
      (Quaternion.normSq x + Quaternion.normSq y) ^ 2 - Quaternion.normSq x * Quaternion.normSq y
        - ∑ i, ∑ j, rotationMatrix x i j * rotationMatrix y i j := by
    intro x y
    simp only [Quaternion.normSq_def']
    simp [rotationMatrix, Fin.sum_univ_three]
    ring
  have hpp := key p p
  have hqq := key q q
  have hpq := key p q
  rw [hM] at hpp hpq
  rw [sub_self, map_zero, zero_mul] at hpp hqq
  rw [hq] at hqq hpq
  have hp : Quaternion.normSq p = 1 := by
    have h1 : (Quaternion.normSq p - 1) * (Quaternion.normSq p + 1) = 0 := by
      linear_combination (hqq - hpp) / 3
    have h2 : 0 ≤ Quaternion.normSq p := Quaternion.normSq_nonneg
    rcases mul_eq_zero.mp h1 with h3 | h3 <;> linarith
  rw [hp] at hpq
  -- one of the two distances vanishes
  have h0 : Quaternion.normSq (p - q) * Quaternion.normSq (p + q) = 0 := by
    linear_combination hpq - hqq
  rcases mul_eq_zero.mp h0 with h1 | h1
  · exact Or.inl (sub_eq_zero.mp (Quaternion.normSq_eq_zero.mp h1))
  · exact Or.inr (add_eq_zero_iff_eq_neg.mp (Quaternion.normSq_eq_zero.mp h1))
```

For the half-angle quaternion, |q(t)|² = cos²(t/2) + sin²(t/2)|n|² = 1.

```lean
/-- The half-angle quaternion of a unit axis is a unit quaternion. -/
theorem normSq_axisQuaternion (n : Fin 3 → ℝ) (hn : n 0 ^ 2 + n 1 ^ 2 + n 2 ^ 2 = 1) (t : ℝ) :
    Quaternion.normSq (axisQuaternion n t) = 1 := by
  rw [Quaternion.normSq_def']
  simp [axisQuaternion, pureQ_components]
  linear_combination Real.sin (t / 2) ^ 2 * hn + Real.sin_sq_add_cos_sq (t / 2)
```

If n = 0 were allowed, then q(t) = cos(t/2), and f(t) = |cos(t/2)| would represent M(q(t)) continuously with f(2π) = f(0) = 1. The theorem `full_turn_flips_sign` below, which gives f(2π) = −f(0) for every continuous f that represents M(q(t)), thus needs at least n ≠ 0.

## The quaternion follows the body without jumps

Over a full turn, q(0) = 1 becomes q(2π) = −1.

```lean
/-- After a full turn the half-angle quaternion has changed sign. -/
theorem axisQuaternion_two_pi (n : Fin 3 → ℝ) :
    axisQuaternion n (2 * Real.pi) = -axisQuaternion n 0 := by
  unfold axisQuaternion
  rw [show 2 * Real.pi / 2 = Real.pi by ring]
  simp
```

Let f(t) be continuous and represent M(q(t)). Then f(t) = ±q(t), so g(t) = ⟨f(t), q(t)⟩ is continuous and equals 1 or −1. By the intermediate value theorem it keeps one value ε, and

f(2π) = ε q(2π) = −ε q(0) = −f(0).

In Lean, `hno` excludes a change of sign, and four cases for the signs at 0 and 2π finish the proof.

```lean
/-- If a continuous quaternion-valued function `f` represents, for every real `t`, the rotation by
`t` about a unit axis `n`, then its value at `2π` is minus its value at `0`. -/
theorem full_turn_flips_sign (n : Fin 3 → ℝ) (hn : n 0 ^ 2 + n 1 ^ 2 + n 2 ^ 2 = 1)
    (f : ℝ → ℍ[ℝ]) (hf : Continuous f)
    (h : ∀ t, Represents (f t) (rotationMatrix (axisQuaternion n t))) :
    f (2 * Real.pi) = -f 0 := by
  have hQ := normSq_axisQuaternion n hn
  have key := fun t => eq_or_eq_neg_of_represents _ _ (hQ t) (h t)
  have hc : Continuous (axisQuaternion n) :=
    ((Real.continuous_cos.comp (continuous_id.div_const 2)).smul continuous_const).add
      ((Real.continuous_sin.comp (continuous_id.div_const 2)).smul continuous_const)
  -- the overlap with the half-angle quaternion is continuous and equals 1 or -1
  have hg : Continuous fun t => inner ℝ (f t) (axisQuaternion n t) :=
    continuous_inner.comp (hf.prodMk hc)
  have hpos : ∀ t, f t = axisQuaternion n t → inner ℝ (f t) (axisQuaternion n t) = 1 := by
    intro t ht
    rw [ht, Quaternion.inner_self, hQ]
  have hneg : ∀ t, f t = -axisQuaternion n t → inner ℝ (f t) (axisQuaternion n t) = -1 := by
    intro t ht
    rw [ht, inner_neg_left, Quaternion.inner_self, hQ]
  -- so it cannot change sign
  have hno : ∀ a b, f a = -axisQuaternion n a → f b = axisQuaternion n b → False := by
    intro a b ha hb
    obtain ⟨t, ht⟩ := mem_range_of_exists_le_of_exists_ge (c := (0 : ℝ)) hg
      ⟨a, (hneg a ha).le.trans (by norm_num)⟩ ⟨b, le_trans (by norm_num) (hpos b hb).ge⟩
    rcases key t with h1 | h1
    · linarith [hpos t h1]
    · linarith [hneg t h1]
  rcases key 0 with h0 | h0 <;> rcases key (2 * Real.pi) with h1 | h1
  · rw [h1, h0, axisQuaternion_two_pi]
  · exact (hno _ _ h1 h0).elim
  · exact (hno _ _ h0 h1).elim
  · rw [h1, h0, axisQuaternion_two_pi]
```

With a jump allowed, take f(t) = q(t) for t < 2π and f(t) = −q(t) for t ≥ 2π. Every matrix is still represented, but f(2π) = f(0).

## Every rotation about one axis belongs to the domain

The hypothesis `hS` says that the set S contains every orientation that a body takes in a full turn about n, starting from the reference orientation, whose matrix is the identity. Put f(t) = s(M(q(t))). Since M(−q) = M(q), the matrix returns to its start and f(2π) = f(0). Together with f(2π) = −f(0) this gives f(0) = 0, whereas f(0) = ±q(0) has norm one. The Lean steps `back` and `flip` are these two equations.

```lean
/-- On a set of matrices that contains all rotations about one unit axis `n`, no continuous
quaternion-valued function represents every matrix of the set. -/
theorem no_continuous_choice_about_axis (n : Fin 3 → ℝ)
    (hn : n 0 ^ 2 + n 1 ^ 2 + n 2 ^ 2 = 1) (S : Set (Matrix (Fin 3) (Fin 3) ℝ))
    (hS : ∀ t, rotationMatrix (axisQuaternion n t) ∈ S) (s : S → ℍ[ℝ]) (hs : Continuous s) :
    ¬ ∀ R : S, Represents (s R) R := by
  intro h
  have hR : Continuous fun t => rotationMatrix (axisQuaternion n t) := by
    refine continuous_matrix fun i j => ?_
    fin_cases i <;> fin_cases j <;>
      simp [rotationMatrix, axisQuaternion, pureQ_components] <;> fun_prop
  have flip := full_turn_flips_sign n hn (fun t => s ⟨_, hS t⟩)
    (hs.comp (hR.subtype_mk hS)) (fun t => h ⟨_, hS t⟩)
  -- the matrix returns to its start, so the chosen quaternion does too
  have back : s ⟨_, hS (2 * Real.pi)⟩ = s ⟨_, hS 0⟩ := by
    refine congrArg s (Subtype.ext ?_)
    change rotationMatrix (axisQuaternion n (2 * Real.pi)) = rotationMatrix (axisQuaternion n 0)
    rw [axisQuaternion_two_pi]
    simp [rotationMatrix]
  have h2 : (2 : ℝ) • s ⟨_, hS 0⟩ = 0 := by
    rw [two_smul]
    exact add_eq_zero_iff_eq_neg.mpr (back.symm.trans flip)
  have hz := (smul_eq_zero.mp h2).resolve_left two_ne_zero
  have hQ := normSq_axisQuaternion n hn 0
  have hzero : axisQuaternion n 0 = 0 := by
    rcases eq_or_eq_neg_of_represents _ _ hQ (h ⟨_, hS 0⟩) with e | e
    · exact e.symm.trans hz
    · exact neg_eq_zero.mp (e.symm.trans hz)
  rw [hzero] at hQ
  simp at hQ
```

Among the rotations about one axis, omitting a single one is enough to escape. Let S be the rotations about n with −π < t < π, leaving out the half turn. There t depends continuously on the matrix, and s(M(q(t))) = q(t) is a continuous choice. Omitting that half turn from the full rotation group is not enough, since the full turns about other axes remain.

The full rotation group contains every turn about the third coordinate axis, n = (0, 0, 1), which settles the opening claim. `Metric.sphere (0 : ℍ[ℝ]) 1` is the set of unit quaternions.

```lean
/-- No continuous map `s` from the rotation matrices to the unit quaternions satisfies
`R v = s(R) v star(s(R))` for all rotations `R` and all vectors `v`. -/
theorem no_continuous_sign_convention :
    ¬ ∃ s : Matrix.specialOrthogonalGroup (Fin 3) ℝ → Metric.sphere (0 : ℍ[ℝ]) 1,
      Continuous s ∧ ∀ R, Represents (s R : ℍ[ℝ]) (R : Matrix (Fin 3) (Fin 3) ℝ) := by
  rintro ⟨s, hs, h⟩
  have hn : (![0, 0, 1] : Fin 3 → ℝ) 0 ^ 2 + (![0, 0, 1] : Fin 3 → ℝ) 1 ^ 2
      + (![0, 0, 1] : Fin 3 → ℝ) 2 ^ 2 = 1 := by simp
  exact no_continuous_choice_about_axis ![0, 0, 1] hn
    {R | R ∈ Matrix.specialOrthogonalGroup (Fin 3) ℝ}
    (fun t => rotationMatrix_mem _ (normSq_axisQuaternion _ hn t))
    (fun R => (s R : ℍ[ℝ])) (continuous_subtype_val.comp hs) h

end

end QuaternionSignConvention
```

```lean
#print axioms QuaternionSignConvention.no_continuous_choice_about_axis
#print axioms QuaternionSignConvention.no_continuous_sign_convention
```

```
'QuaternionSignConvention.no_continuous_choice_about_axis' depends on axioms: [propext, Classical.choice, Quot.sound]
'QuaternionSignConvention.no_continuous_sign_convention' depends on axioms: [propext, Classical.choice, Quot.sound]
```
